# Dropping a decaying energy term at threshold τ costs an energy τ at the cutoff

Two atoms move apart during a molecular dynamics run. An integral between their basis functions shrinks with the distance, and once it falls below a threshold $\tau$ the program drops it, together with its contribution to the force. Up to that moment the force was exactly minus the derivative of the energy, and afterwards both contributions are zero. Does the total energy still balance?

It does not. Take the energy to be a single integral $f(x)$ of the distance $x$, continuously differentiable, positive and strictly decreasing on $[a,b]$, with $f(c)=\tau$ and $a\le c<b$. The program keeps $f$ and its slope $f'$ where $f(x)\ge\tau$ and sets both to zero elsewhere. Call the resulting energy $E(x)$ and the resulting slope $s(x)$. Then

$$D(a,b) := E(b)-E(a)-\int_a^b s(x)\,dx = -\tau .$$

If the relative motion follows the force $-s$ exactly, the kinetic energy changes by $-\int s\,dx$, so $D$ is the change in total energy.

## The missing jump

Because $f$ is strictly decreasing and $f(c)=\tau$, the test $f(x)\ge\tau$ holds exactly when $x\le c$. The slope therefore equals $f'$ up to $c$ and vanishes beyond, and for any $q$ in $[a,b]$

$$\int_a^q s(x)\,dx = f(\min(q,c))-f(a).$$

At $q=b$ this is $\tau-f(a)$. Since $E(a)=f(a)$ and $E(b)=0$,

$$D(a,b)=0-f(a)-(\tau-f(a))=-\tau .$$

To treat other pairs of points, split the energy into a continuous part and a jump:

$$E(x)=f(\min(x,c))+J(x),\qquad J(x)=\begin{cases}0 & x\le c\\ -\tau & x>c.\end{cases}$$

Beyond $c$ the right-hand side is $\tau-\tau=0$, as it should be. The integral of $s$ from $p$ to $q$ is $f(\min(q,c))-f(\min(p,c))$, which accounts for the continuous part and leaves

$$D(p,q)=J(q)-J(p).$$

An outward crossing costs $\tau$, an inward crossing returns it, and a step that stays on one side contributes nothing.

Now let a trajectory visit $x_0,x_1,\dots,x_N$ in $[a,b]$, with $x_0\le c<x_N$. The sum telescopes:

$$\sum_{n=0}^{N-1}D(x_n,x_{n+1})=J(x_N)-J(x_0)=-\tau .$$

The steps may be long, short, uneven or backwards. In this sense the loss does not depend on the time step. For dynamics with screened integrals, in this model of one distance and one integral with a fixed coefficient, the loss is governed by the threshold and not by how finely the path is divided.

## Energy, slope and drift as Lean definitions

```lean
import Mathlib

open MeasureTheory Set

namespace ScreeningDrift

noncomputable section
```

The assumptions on $f$ are collected in one structure. The word "integral" in its name means a matrix element such as an overlap, not the operation $\int$.

```lean
/-- An integral `f` with slope `f'` that is continuously differentiable, positive and strictly
decreasing with the distance on `[a, b]`. -/
structure DecayingIntegral (f f' : ℝ → ℝ) (a b : ℝ) : Prop where
  deriv : ∀ x ∈ Icc a b, HasDerivWithinAt f (f' x) (Icc a b) x
  cont : ContinuousOn f' (Icc a b)
  pos : ∀ x ∈ Icc a b, 0 < f x
  anti : StrictAntiOn f (Icc a b)
```

In Lean `f'` is a separate function, and the field `deriv` makes it the derivative of `f`. The derivative is taken within $[a,b]$, so it is one-sided at the end points. The field `cont` adds the continuity of the slope.

The next two definitions are the $E$ and $s$ of the derivation. Both test the value of the integral, which is also its magnitude because $f$ is positive, and neither mentions $c$. An integral exactly equal to $\tau$ is kept.

```lean
/-- The screened energy: the integral is kept if it reaches the threshold `τ`, else dropped. -/
def screenedEnergy (f : ℝ → ℝ) (τ x : ℝ) : ℝ := if τ ≤ f x then f x else 0

/-- The reported slope: the slope `f'` where the integral is kept, and zero where it is dropped. -/
def reportedSlope (f f' : ℝ → ℝ) (τ x : ℝ) : ℝ := if τ ≤ f x then f' x else 0
```

The quantity $D(p,q)$ is called `energyDrift`. In simulation practice "drift" often means a slow trend over a long run; here it is the mismatch between two given distances.

```lean
/-- The energy drift from `p` to `q`: the change of the screened energy minus the integral of
the reported slope. -/
def energyDrift (f f' : ℝ → ℝ) (τ p q : ℝ) : ℝ :=
  screenedEnergy f τ q - screenedEnergy f τ p - ∫ x in p..q, reportedSlope f f' τ x
```

The hypotheses say nothing about the passage from this exact integral to the work that an integrator accumulates from forces at discrete times. That quadrature error comes in addition to the loss computed here.

The jump $J$ is `cutoffJump`.

```lean
/-- A step function of the distance: zero up to `c`, and `-τ` beyond. -/
def cutoffJump (c τ x : ℝ) : ℝ := if c < x then -τ else 0
```

## From a magnitude test to a distance cutoff

```lean
variable {f f' : ℝ → ℝ} {a b c τ : ℝ}

/-- For a decaying integral that equals `τ` at `c` in `[a, b]`, screening by magnitude is a distance
cutoff: within `[a, b]` the integral is kept exactly at distances up to `c`. -/
theorem retained_iff (h : DecayingIntegral f f' a b) (hc : c ∈ Icc a b) (hτ : f c = τ)
    {x : ℝ} (hx : x ∈ Icc a b) : τ ≤ f x ↔ x ≤ c := by
  constructor
  · intro hle
    by_contra hlt
    have := h.anti hc hx (not_le.1 hlt)
    linarith
  · intro hle
    have := h.anti.antitoneOn hx hc hle
    linarith
```

For the forward direction, suppose $x>c$. Strict decrease gives $f(x)<f(c)=\tau$, which contradicts $\tau\le f(x)$. The other direction needs only that $f$ does not increase.

The theorem on the loss becomes false if "strictly decreasing" is weakened to "non-increasing". Take $f(x)=1$ on $[0,2]$, with $\tau=1$ and $c=1$. The integral is smooth and positive and equals $\tau$ at $c$, but it is never dropped, so $D(0,2)=0$ and not $-1$. What is missing is that $f$ lies below $\tau$ beyond $c$.

## Integrating a slope that switches off

```lean
/-- For a decaying integral that equals `τ` at `c` in `[a, b]`, the reported slope is integrable
from `a` to any `q` in `[a, b]`, and its integral is the change of `f` up to `q` or `c`, whichever
is nearer. -/
theorem integral_reportedSlope (h : DecayingIntegral f f' a b) (hc : c ∈ Icc a b)
    (hτ : f c = τ) {q : ℝ} (hq : q ∈ Icc a b) :
    IntervalIntegrable (reportedSlope f f' τ) volume a q ∧
      ∫ x in a..q, reportedSlope f f' τ x = f (min q c) - f a := by
  -- inside the cutoff the fundamental theorem of calculus applies
  have inner : ∀ r, a ≤ r → r ≤ c → IntervalIntegrable (reportedSlope f f' τ) volume a r ∧
      ∫ x in a..r, reportedSlope f f' τ x = f r - f a := by
    intro r har hrc
    have hrb : r ≤ b := hrc.trans hc.2
    have hsub : Icc a r ⊆ Icc a b := Icc_subset_Icc_right hrb
    have hint : IntervalIntegrable f' volume a r :=
      (h.cont.mono hsub).intervalIntegrable_of_Icc har
    have heq : EqOn f' (reportedSlope f f' τ) (Ioc a r) := fun x hx =>
      (if_pos ((retained_iff h hc hτ ⟨hx.1.le, hx.2.trans hrb⟩).2 (hx.2.trans hrc))).symm
    refine ⟨(intervalIntegrable_iff_integrableOn_Ioc_of_le har).2
      (((intervalIntegrable_iff_integrableOn_Ioc_of_le har).1 hint).congr_fun heq
        measurableSet_Ioc), ?_⟩
    rw [intervalIntegral.integral_of_le har, ← setIntegral_congr_fun measurableSet_Ioc heq,
      ← intervalIntegral.integral_of_le har]
    exact intervalIntegral.integral_eq_sub_of_hasDerivAt_of_le har
      (fun x hx => ((h.deriv x (hsub hx)).continuousWithinAt).mono hsub)
      (fun x hx => (h.deriv x (hsub ⟨hx.1.le, hx.2.le⟩)).hasDerivAt
        (Icc_mem_nhds hx.1 (hx.2.trans_le hrb))) hint
  rcases le_total q c with hqc | hcq
  · rw [min_eq_left hqc]
    exact inner q hq.1 hqc
  · -- beyond the cutoff the reported slope vanishes
    obtain ⟨i1, e1⟩ := inner c hc.1 le_rfl
    have hzero : EqOn (fun _ => (0 : ℝ)) (reportedSlope f f' τ) (Ioc c q) := fun x hx =>
      (if_neg (mt (retained_iff h hc hτ ⟨hc.1.trans hx.1.le, hx.2.trans hq.2⟩).1
        (not_le.2 hx.1))).symm
    have i2 : IntervalIntegrable (reportedSlope f f' τ) volume c q :=
      (intervalIntegrable_iff_integrableOn_Ioc_of_le hcq).2
        (integrableOn_zero.congr_fun hzero measurableSet_Ioc)
    have e2 : ∫ x in c..q, reportedSlope f f' τ x = 0 := by
      rw [intervalIntegral.integral_of_le hcq, ← setIntegral_congr_fun measurableSet_Ioc hzero]
      simp
    refine ⟨i1.trans i2, ?_⟩
    rw [← intervalIntegral.integral_add_adjacent_intervals i1 i2, e1, e2, min_eq_right hcq,
      add_zero]
```

The auxiliary claim `inner` treats end points $r\le c$. There the reported slope agrees with `f'`, which is continuous and hence integrable, and the fundamental theorem of calculus gives $f(r)-f(a)$. If $q$ lies beyond $c$, the range is split at $c$ and the second part contributes zero. Integrability is proved alongside the value because the splitting requires it.

The device that makes the splitting clean is Mathlib's convention for `∫ x in a..q`. When $a\le q$, this is the integral over the half-open interval `Ioc a q`, which excludes $a$ and includes $q$. At $c$ itself the reported slope is $f'(c)$, which need not be zero. For $a<c$ the point $c$ belongs to `Ioc a c`, where the slope should equal $f'$, and not to `Ioc c q`, where it should vanish. The two functions compared by `setIntegral_congr_fun` therefore agree at every point of each interval, and no argument about sets of measure zero is needed. The inclusive test $\tau\le f(x)$ and the half-open interval assign the boundary point to the same side.

## The loss between two distances

The decomposition $E=f(\min(x,c))+J$ follows by checking the two sides of the cutoff.

```lean
/-- For a decaying integral that equals `τ` at `c` in `[a, b]`, the screened energy at any distance
in `[a, b]` is a continuous part, frozen beyond `c`, plus the jump at the cutoff. -/
theorem screenedEnergy_eq (h : DecayingIntegral f f' a b) (hc : c ∈ Icc a b) (hτ : f c = τ)
    {x : ℝ} (hx : x ∈ Icc a b) :
    screenedEnergy f τ x = f (min x c) + cutoffJump c τ x := by
  unfold screenedEnergy cutoffJump
  by_cases hxc : x ≤ c
  · rw [if_pos ((retained_iff h hc hτ hx).2 hxc), if_neg (not_lt.2 hxc), min_eq_left hxc,
      add_zero]
  · rw [if_neg (mt (retained_iff h hc hτ hx).1 hxc), if_pos (not_le.1 hxc),
      min_eq_right (not_le.1 hxc).le, hτ, add_neg_cancel]
```

The formula $D(p,q)=J(q)-J(p)$ comes next. The integral from $p$ to $q$ is written as the integral from $a$ to $q$ minus the one from $a$ to $p$. This identity holds for either order of $p$ and $q$, so backward steps need no separate treatment. After substitution the continuous parts cancel, and `ring` does the algebra.

```lean
/-- For a decaying integral that equals `τ` at `c` in `[a, b]`, the drift between any two distances
in `[a, b]` is the difference of the cutoff jumps at the two ends. -/
theorem energyDrift_eq (h : DecayingIntegral f f' a b) (hc : c ∈ Icc a b) (hτ : f c = τ)
    {p q : ℝ} (hp : p ∈ Icc a b) (hq : q ∈ Icc a b) :
    energyDrift f f' τ p q = cutoffJump c τ q - cutoffJump c τ p := by
  obtain ⟨ip, ep⟩ := integral_reportedSlope h hc hτ hp
  obtain ⟨iq, eq⟩ := integral_reportedSlope h hc hτ hq
  unfold energyDrift
  rw [← intervalIntegral.integral_interval_sub_left iq ip, eq, ep,
    screenedEnergy_eq h hc hτ hp, screenedEnergy_eq h hc hτ hq]
  ring
```

Setting $p=a$ and $q=b$ gives the main result.

```lean
/-- If a decaying integral falls to the threshold `τ` at `c`, with `a ≤ c < b`, the energy drift
from `a` to `b` is exactly `-τ`, and it is strictly negative. -/
theorem drift_eq_neg_threshold (h : DecayingIntegral f f' a b) (hac : a ≤ c) (hcb : c < b)
    (hτ : f c = τ) : energyDrift f f' τ a b = -τ ∧ energyDrift f f' τ a b < 0 := by
  have hab : a ≤ b := hac.trans hcb.le
  have key : energyDrift f f' τ a b = -τ := by
    rw [energyDrift_eq h ⟨hac, hcb.le⟩ hτ ⟨le_rfl, hab⟩ ⟨hab, le_rfl⟩]
    unfold cutoffJump
    rw [if_pos hcb, if_neg (not_lt.2 hac), sub_zero]
  have hpos := h.pos c ⟨hac, hcb.le⟩
  exact ⟨key, by linarith⟩
```

The first conclusion is the value $-\tau$. The second says that it is strictly negative, which follows from $\tau=f(c)>0$; this is the only place where the positivity of $f$ is used. The case $c=a$ is allowed: the integral is then dropped as soon as the atoms move outward, and the loss is still $\tau$.

## Any sequence of steps

Positions are given by a function `x : ℕ → ℝ`, of which only the entries from $0$ to $N$ matter. They must lie in $[a,b]$, start at or inside the cutoff and end beyond it. No other relation between successive positions is assumed.

```lean
/-- Let a decaying integral equal `τ` at `c`. For any sequence of steps within `[a, b]` that starts
at or inside `c` and ends beyond it, the drifts of the steps, each with its slope integrated
exactly, add up to `-τ`. -/
theorem sum_drift_eq_neg_threshold (h : DecayingIntegral f f' a b) (hc : c ∈ Icc a b)
    (hτ : f c = τ) (x : ℕ → ℝ) (N : ℕ) (hx : ∀ n ≤ N, x n ∈ Icc a b)
    (hstart : x 0 ≤ c) (hend : c < x N) :
    ∑ n ∈ Finset.range N, energyDrift f f' τ (x n) (x (n + 1)) = -τ := by
  calc ∑ n ∈ Finset.range N, energyDrift f f' τ (x n) (x (n + 1))
      = ∑ n ∈ Finset.range N, (cutoffJump c τ (x (n + 1)) - cutoffJump c τ (x n)) := by
        refine Finset.sum_congr rfl fun n hn => ?_
        have hn' := Finset.mem_range.1 hn
        exact energyDrift_eq h hc hτ (hx n hn'.le) (hx (n + 1) hn')
    _ = cutoffJump c τ (x N) - cutoffJump c τ (x 0) :=
        Finset.sum_range_sub (fun n => cutoffJump c τ (x n)) N
    _ = -τ := by
        unfold cutoffJump
        rw [if_pos hend, if_neg (not_lt.2 hstart), sub_zero]
```

The three lines of the `calc` block are the sum by hand: replace each drift by a difference of jumps, telescope with `Finset.sum_range_sub`, and evaluate $J$ at the two ends.

## Shifting the energy removes the loss

Since the slope lacks only the jump, the balance can be restored by removing the jump from the energy. Keep $f-\tau$ in place of $f$ inside the cutoff. The slope is unchanged, because $\tau$ is a constant, and the energy now reaches zero continuously at $c$.

```lean
/-- For a decaying integral that equals `τ` at `c` in `[a, b]`, lowering the kept energy by `τ`
makes the energy change from `a` to any `q` in `[a, b]` equal the integral of the reported slope. -/
theorem shifted_energy_no_drift (h : DecayingIntegral f f' a b) (hc : c ∈ Icc a b)
    (hτ : f c = τ) {q : ℝ} (hq : q ∈ Icc a b) :
    (if τ ≤ f q then f q - τ else 0) - (f a - τ) = ∫ x in a..q, reportedSlope f f' τ x := by
  rw [(integral_reportedSlope h hc hτ hq).2]
  by_cases hqc : q ≤ c
  · rw [if_pos ((retained_iff h hc hτ hq).2 hqc), min_eq_left hqc]
    ring
  · rw [if_neg (mt (retained_iff h hc hτ hq).1 hqc), min_eq_right (not_le.1 hqc).le, hτ]
    ring
```

On the left, the starting energy is written directly as `f a - τ`, since the integral is always kept at $a$. For $q\le c$ both sides equal $f(q)-f(a)$, and beyond $c$ both equal $\tau-f(a)$. The force itself still jumps at $c$ whenever $f'(c)\neq0$.

## A Gaussian overlap

Two normalised s-type Gaussians with the same exponent $\zeta$, at distance $x$, have the overlap $e^{-\alpha x^2}$ with $\alpha=\zeta/2$. An overlap is dimensionless and enters an energy through a coefficient; with a fixed coefficient $k$ the total energy changes by $-k\tau$ on an outward crossing, a loss for $k>0$ and a gain for $k<0$. The theorem takes $k=1$ and $\tau=e^{-\alpha c^2}$.

```lean
/-- The Gaussian overlap `exp (-α x²)` with `α > 0`, screened at its value at `c`, drifts by minus
that value between `0` and `b`, for `0 < c < b`. -/
theorem gaussian_drift {α : ℝ} (hα : 0 < α) (hc : 0 < c) (hcb : c < b) :
    energyDrift (fun x => Real.exp (-α * x ^ 2))
      (fun x => -(2 * α * x) * Real.exp (-α * x ^ 2)) (Real.exp (-α * c ^ 2)) 0 b
      = -Real.exp (-α * c ^ 2) := by
  have hd : ∀ x : ℝ, HasDerivAt (fun y : ℝ => Real.exp (-α * y ^ 2))
      (-(2 * α * x) * Real.exp (-α * x ^ 2)) x := by
    intro x
    have hp : HasDerivAt (fun y : ℝ => y ^ 2) (2 * x) x := by
      simpa using hasDerivAt_pow 2 x
    exact (hp.const_mul (-α)).exp.congr_deriv (by ring)
  have h : DecayingIntegral (fun x => Real.exp (-α * x ^ 2))
      (fun x => -(2 * α * x) * Real.exp (-α * x ^ 2)) 0 b :=
    { deriv := fun x _ => (hd x).hasDerivWithinAt
      cont := by fun_prop
      pos := fun x _ => Real.exp_pos _
      anti := by
        intro x hx y _ hxy
        have hsq : x ^ 2 < y ^ 2 := pow_lt_pow_left₀ hxy hx.1 two_ne_zero
        exact Real.exp_lt_exp.2 (by nlinarith [mul_pos hα (sub_pos.2 hsq)]) }
  exact (drift_eq_neg_threshold h hc.le hcb rfl).1

end

end ScreeningDrift
```

The proof computes the derivative by the chain rule and verifies the four fields of `DecayingIntegral` on $[0,b]$. The slope vanishes at $x=0$, which does no harm, because the structure asks for strict decrease of $f$ and not for a negative derivative at every point. The main theorem then gives the value.

```lean
#print axioms ScreeningDrift.drift_eq_neg_threshold
#print axioms ScreeningDrift.sum_drift_eq_neg_threshold
#print axioms ScreeningDrift.shifted_energy_no_drift
#print axioms ScreeningDrift.gaussian_drift
```

```
'ScreeningDrift.drift_eq_neg_threshold' depends on axioms: [propext, Classical.choice, Quot.sound]
'ScreeningDrift.sum_drift_eq_neg_threshold' depends on axioms: [propext, Classical.choice, Quot.sound]
'ScreeningDrift.shifted_energy_no_drift' depends on axioms: [propext, Classical.choice, Quot.sound]
'ScreeningDrift.gaussian_drift' depends on axioms: [propext, Classical.choice, Quot.sound]
```
